# A harmonically kicked ring-polymer mode: for Wh < 2 the Cayley step is stable at every internal frequency, while exact free propagation between the kicks is unstable at some frequency

Take one ring-polymer mode of internal frequency \(w\), and let it move freely for a time step \(h\) of exactly half a period, \(wh=\pi\). Position and velocity both change sign, so the free motion is \(-I\). If each such step starts with a velocity kick \(K\) from an external harmonic force of frequency \(W\), the full step is \(-K\). Its trace is \(-2\), the edge of stability, and a slightly smaller \(w\) seems to push the trace below \(-2\). The step is then unstable even though the free motion is solved exactly.

I understand that replacing the matrix exponential that propagates the free motion by its Cayley approximation removes this resonance for every \(w\), provided \(Wh<2\). Can both claims be made rigorous and machine-checked in Lean?

## Two free propagators, one trace formula

Yes. Let the phase-space vector be (position, velocity), let \(h,W>0\), and set

\[
A=\begin{pmatrix}0&1\\-w^2&0\end{pmatrix},\qquad
K=\begin{pmatrix}1&0\\-W^2h&1\end{pmatrix},\qquad \theta=wh .
\]

Since \(A^2=-w^2I\), both free propagators have the form \(cI+bA\) with real \(c,b\). Multiplying out,

\[
(cI+bA)K=\begin{pmatrix}c-bW^2h&b\\-bw^2-cW^2h&c\end{pmatrix},
\]

which has trace \(2c-bW^2h\) and determinant \(c^2+b^2w^2\).

**Cayley step.** From \((I-\tfrac h2A)(I+\tfrac h2A)=(1+\tfrac{\theta^2}{4})I\) we read off the inverse of the first factor. Together with \((I+\tfrac h2A)^2=(1-\tfrac{\theta^2}{4})I+hA\) this gives

\[
c=\frac{1-\theta^2/4}{1+\theta^2/4},\qquad b=\frac{h}{1+\theta^2/4}.
\]

The determinant is \([(1-\theta^2/4)^2+\theta^2]/(1+\theta^2/4)^2=1\). The trace \(\tau\) satisfies

\[
\tau+2=\frac{4-(Wh)^2}{1+\theta^2/4},\qquad
2-\tau=\frac{\theta^2+(Wh)^2}{1+\theta^2/4}>0 .
\]

Hence \(|\tau|<2\) exactly when \(Wh<2\), whatever \(w\) is.

**Exact step.** For \(w\neq0\) let \(R(t)=\cos(wt)\,I+\frac{\sin(wt)}{w}A\). Then \(R'=AR\), so \(e^{-tA}R(t)\) has zero derivative and keeps its initial value \(I\). Therefore \(e^{hA}=R(h)\), and the determinant of the kicked step is \(\cos^2\theta+\sin^2\theta=1\). For \(0<\theta<\pi\), half-angle formulas give

\[
\tau+2=\frac{2\cos(\theta/2)}{\theta}\left[2\theta\cos\frac\theta2-(Wh)^2\sin\frac\theta2\right].
\]

The prefactor is positive, so \(\tau<-2\) exactly when the bracket is negative. Put \(\theta=\pi-d\) with \(0<d\le1\) and \(d\le(Wh)^2/8\). The first term is \(2(\pi-d)\sin(d/2)\le(\pi-d)d<4d\le(Wh)^2/2\), while the second is \((Wh)^2\cos(d/2)\ge\tfrac78(Wh)^2\). The bracket is negative.

**From trace to dynamics.** Let \(M\) be a real \(2\times2\) matrix with determinant one and trace \(\tau\). Cayley–Hamilton gives \(M^2=\tau M-I\), so each entry \(x_n\) of \(M^n\) obeys \(x_{n+2}=\tau x_{n+1}-x_n\). This recurrence conserves

\[
E=x_{n+1}^2-\tau x_nx_{n+1}+x_n^2
=\left(x_{n+1}-\tfrac\tau2x_n\right)^2+\left(1-\tfrac{\tau^2}{4}\right)x_n^2 .
\]

If \(|\tau|<2\), then \(x_n^2\le E/(1-\tau^2/4)\), and the powers are bounded. If \(\tau<-2\), then \(\mu=\tfrac12(\tau-\sqrt{\tau^2-4})<-1\) is a root of \(\mu^2-\tau\mu+1=\det(M-\mu I)\), hence an eigenvalue with a real eigenvector \(v\). Repeated steps multiply \(v\) by \(\mu^n\), so the amplitude grows exponentially with alternating sign.

## What the Lean theorem says about the mode

`generator w` is \(A\) and `kick W h` is \(K\). `cayleyStep w W h` and `exactStep w W h` are the two full steps, with the kick on the right, so it acts first. The kick is instantaneous and delivers the impulse of the external force, at fixed position, for the whole time step \(h\); \(W^2\) is force constant over mass. The exponential is Mathlib's `NormedSpace.exp`, and the Cayley map uses the matrix inverse, which is a genuine one because \(\det(I-\tfrac h2A)=1+\theta^2/4>0\).

The final theorem, `cayley_stable_exact_resonant`, assumes `0 < W`, `0 < h` and `W * h < 2`. Its first half holds for every real `w`, including the centroid value \(w=0\): determinant one, absolute trace below 2, and for each matrix entry a bound `C` valid for all powers `n`. That bound may depend on \(w\). The trace tends to \(-2\) from above as \(w\to\infty\), but the threshold \(Wh=2\) is the same for every \(w\). Its second half supplies some `w` with \(0<wh<\pi\) for which the exact step has trace below \(-2\) and a nonzero real eigenvector with eigenvalue `μ < -1`.

The resonant \(w\) is chosen to suit \(W\) and \(h\). A ring polymer with a given number of beads has a discrete set of frequencies, and the theorem doesn't say that one of them falls in the unstable window. For the choice of time step in path-integral dynamics, the result therefore concerns a single mode in a harmonic external potential, without a thermostat; anharmonic forces, which couple the modes, are not treated.

```lean
import Mathlib

open Matrix

namespace KickedRingPolymerMode

noncomputable section

attribute [local instance] Matrix.linftyOpNormedRing Matrix.linftyOpNormedAlgebra

/-- Generator of the free motion of a ring-polymer mode of frequency `w`, acting on
(position, velocity). -/
def generator (w : ℝ) : Matrix (Fin 2) (Fin 2) ℝ := !![0, 1; -w ^ 2, 0]

/-- Velocity kick over a time `h` by an external harmonic force of frequency `W`. -/
def kick (W h : ℝ) : Matrix (Fin 2) (Fin 2) ℝ := !![1, 0; -(W ^ 2 * h), 1]

/-- A kick followed by the Cayley approximation of the free motion. -/
def cayleyStep (w W h : ℝ) : Matrix (Fin 2) (Fin 2) ℝ :=
  (1 - (h / 2) • generator w)⁻¹ * (1 + (h / 2) • generator w) * kick W h

/-- A kick followed by the exact free motion. -/
def exactStep (w W h : ℝ) : Matrix (Fin 2) (Fin 2) ℝ :=
  NormedSpace.exp (h • generator w) * kick W h

lemma generator_sq (w : ℝ) : generator w * generator w = (-(w ^ 2)) • 1 := by
  ext i j
  fin_cases i <;> fin_cases j <;> simp [generator, Matrix.mul_apply, Fin.sum_univ_succ]

/-- Trace and determinant of a kick followed by a free propagator `c + b A`. -/
theorem kicked_trace_det (c b w W h : ℝ) :
    ((c • 1 + b • generator w) * kick W h).trace = 2 * c - b * W ^ 2 * h ∧
    ((c • 1 + b • generator w) * kick W h).det = c ^ 2 + b ^ 2 * w ^ 2 := by
  have e : (c • 1 + b • generator w) * kick W h =
      !![c - b * W ^ 2 * h, b; -(b * w ^ 2) - c * W ^ 2 * h, c] := by
    rw [Matrix.one_fin_two]
    ext i j
    fin_cases i <;> fin_cases j <;>
      simp [generator, kick, Matrix.mul_apply, Fin.sum_univ_succ] <;> ring
  rw [e, Matrix.trace_fin_two_of, Matrix.det_fin_two_of]
  constructor <;> ring

/-- The Cayley propagator written as a combination of the identity and the generator. -/
theorem cayley_eq (w h : ℝ) :
    (1 - (h / 2) • generator w)⁻¹ * (1 + (h / 2) • generator w) =
      ((1 - (w * h) ^ 2 / 4) / (1 + (w * h) ^ 2 / 4)) • 1 +
        (h / (1 + (w * h) ^ 2 / 4)) • generator w := by
  have hd : 1 + (w * h) ^ 2 / 4 ≠ 0 := by positivity
  have h1 : (1 - (h / 2) • generator w) * (1 + (h / 2) • generator w) =
      (1 + (w * h) ^ 2 / 4) • 1 := by
    simp only [sub_mul, mul_add, one_mul, mul_one, smul_mul_assoc, mul_smul_comm,
      generator_sq]
    module
  have h2 : (1 + (h / 2) • generator w) * (1 + (h / 2) • generator w) =
      (1 - (w * h) ^ 2 / 4) • 1 + h • generator w := by
    simp only [add_mul, mul_add, one_mul, mul_one, smul_mul_assoc, mul_smul_comm,
      generator_sq]
    module
  have hinv : (1 - (h / 2) • generator w)⁻¹ =
      (1 + (w * h) ^ 2 / 4)⁻¹ • (1 + (h / 2) • generator w) := by
    apply Matrix.inv_eq_right_inv
    rw [mul_smul_comm, h1, smul_smul, inv_mul_cancel₀ hd, one_smul]
  rw [hinv, smul_mul_assoc, h2]
  module

/-- For `w ≠ 0` the exact free propagator is `cos (w h)` times the identity plus `sin (w h) / w`
times the generator. -/
theorem exp_generator (w h : ℝ) (hw : w ≠ 0) :
    NormedSpace.exp (h • generator w) =
      Real.cos (w * h) • 1 + (Real.sin (w * h) / w) • generator w := by
  let R : ℝ → Matrix (Fin 2) (Fin 2) ℝ := fun t =>
    Real.cos (w * t) • 1 + (Real.sin (w * t) / w) • generator w
  -- `R` solves the equation of motion
  have hR : ∀ t, HasDerivAt R (generator w * R t) t := by
    intro t
    have hl : HasDerivAt (fun t : ℝ => w * t) w t := by
      simpa using (hasDerivAt_id t).const_mul w
    have h1 := (hl.cos.smul_const (1 : Matrix (Fin 2) (Fin 2) ℝ)).fun_add
      ((hl.sin.div_const w).smul_const (generator w))
    refine h1.congr_deriv ?_
    have e1 : Real.cos (w * t) * w / w = Real.cos (w * t) := by field_simp
    have e2 : Real.sin (w * t) / w * -(w ^ 2) = -Real.sin (w * t) * w := by field_simp
    simp only [R]
    rw [mul_add, mul_smul_comm, mul_smul_comm, mul_one, generator_sq, smul_smul, e1, e2]
    exact add_comm _ _
  -- undoing the motion with the exponential leaves a constant
  have hf : ∀ t : ℝ, HasDerivAt
      (fun t : ℝ => NormedSpace.exp (t • (-generator w)) * R t) 0 t := by
    intro t
    refine ((hasDerivAt_exp_smul_const (-generator w) t).fun_mul (hR t)).congr_deriv ?_
    simp only [mul_neg, neg_mul, mul_assoc, neg_add_cancel]
  have hc : NormedSpace.exp (h • (-generator w)) * R h = 1 :=
    (is_const_of_deriv_eq_zero (fun t => (hf t).differentiableAt)
      (fun t => (hf t).deriv) h 0).trans (by simp [R])
  have hcomm : Commute (h • generator w) (h • (-generator w)) := by
    rw [smul_neg]
    exact (Commute.refl _).neg_right
  have he : NormedSpace.exp (h • generator w) * NormedSpace.exp (h • (-generator w)) = 1 := by
    rw [← Matrix.exp_add_of_commute _ _ hcomm, smul_neg, add_neg_cancel, NormedSpace.exp_zero]
  calc NormedSpace.exp (h • generator w)
      = NormedSpace.exp (h • generator w) *
          (NormedSpace.exp (h • (-generator w)) * R h) := by rw [hc, mul_one]
    _ = R h := by rw [← mul_assoc, he, one_mul]

/-- For `W, h > 0` the kicked Cayley step has determinant one, and its trace lies strictly between
-2 and 2 exactly when `W h < 2`, whatever the internal frequency `w`. -/
theorem cayleyStep_stable_iff (w W h : ℝ) (hW : 0 < W) (hh : 0 < h) :
    (cayleyStep w W h).det = 1 ∧ (|(cayleyStep w W h).trace| < 2 ↔ W * h < 2) := by
  have hd : 0 < 1 + (w * h) ^ 2 / 4 := by positivity
  have hWh : 0 < W * h := mul_pos hW hh
  unfold cayleyStep
  rw [cayley_eq, (kicked_trace_det _ _ w W h).1, (kicked_trace_det _ _ w W h).2]
  constructor
  · field_simp
    ring
  · have e : 2 * ((1 - (w * h) ^ 2 / 4) / (1 + (w * h) ^ 2 / 4)) -
        h / (1 + (w * h) ^ 2 / 4) * W ^ 2 * h =
        (2 * (1 - (w * h) ^ 2 / 4) - (W * h) ^ 2) / (1 + (w * h) ^ 2 / 4) := by ring
    rw [e, abs_lt, lt_div_iff₀ hd, div_lt_iff₀ hd]
    constructor
    · rintro ⟨h1, -⟩
      nlinarith
    · intro h1
      constructor <;> nlinarith [sq_nonneg (w * h), mul_pos hWh hWh]

/-- For `0 < w h < π` the kicked exact step has trace below -2 exactly when
`2 w h cos(w h / 2) < (W h)² sin(w h / 2)`. -/
theorem exactStep_resonance_iff (w W h : ℝ) (hw : 0 < w) (hh : 0 < h)
    (hpi : w * h < Real.pi) :
    (exactStep w W h).trace < -2 ↔
      2 * (w * h) * Real.cos (w * h / 2) < (W * h) ^ 2 * Real.sin (w * h / 2) := by
  have hwh : 0 < w * h := mul_pos hw hh
  have hcos : 0 < Real.cos (w * h / 2) :=
    Real.cos_pos_of_mem_Ioo ⟨by linarith, by linarith⟩
  have hp : 0 < 2 * Real.cos (w * h / 2) / (w * h) := by positivity
  have c2 : Real.cos (w * h) = 2 * Real.cos (w * h / 2) ^ 2 - 1 := by
    rw [← Real.cos_two_mul]
    congr 1
    ring
  have s2 : Real.sin (w * h) = 2 * Real.sin (w * h / 2) * Real.cos (w * h / 2) := by
    rw [← Real.sin_two_mul]
    congr 1
    ring
  -- trace + 2 factorises with a positive prefactor
  have key : (exactStep w W h).trace + 2 = 2 * Real.cos (w * h / 2) / (w * h) *
      (2 * (w * h) * Real.cos (w * h / 2) - (W * h) ^ 2 * Real.sin (w * h / 2)) := by
    unfold exactStep
    rw [exp_generator w h hw.ne', (kicked_trace_det _ _ w W h).1, c2, s2]
    generalize Real.cos (w * h / 2) = c
    generalize Real.sin (w * h / 2) = s
    field_simp
    ring
  constructor
  · intro h1
    by_contra h2
    have := mul_nonneg hp.le (sub_nonneg.2 (not_lt.1 h2))
    linarith
  · intro h1
    have := mul_neg_of_pos_of_neg hp (sub_neg.2 h1)
    linarith

/-- A real 2×2 step with determinant one and trace strictly between -2 and 2 has bounded
powers. -/
theorem powers_bounded (M : Matrix (Fin 2) (Fin 2) ℝ) (hdet : M.det = 1)
    (htr : |M.trace| < 2) (i j : Fin 2) : ∃ C, ∀ n : ℕ, |(M ^ n) i j| ≤ C := by
  have hCH : M * M = M.trace • M - 1 := by
    rw [Matrix.det_fin_two] at hdet
    ext i j
    fin_cases i <;> fin_cases j <;>
      simp [Matrix.mul_apply, Fin.sum_univ_two, Matrix.trace_fin_two] <;>
      first | linear_combination (-1 : ℝ) * hdet | ring
  generalize M.trace = τ at hCH htr
  have hM : ∀ n : ℕ, M ^ (n + 2) = τ • M ^ (n + 1) - M ^ n := by
    intro n
    rw [pow_add M n 2, pow_two, hCH, mul_sub, mul_smul_comm, mul_one, pow_succ M n]
  obtain ⟨x, hx⟩ : ∃ x : ℕ → ℝ, ∀ n, x n = (M ^ n) i j := ⟨_, fun _ => rfl⟩
  have hrec : ∀ n, x (n + 2) = τ * x (n + 1) - x n := by
    intro n
    rw [hx, hx, hx, hM n]
    simp only [Matrix.sub_apply, Matrix.smul_apply, smul_eq_mul]
  -- a quadratic form conserved along the trajectory
  have hE : ∀ n, x (n + 1) ^ 2 - τ * x n * x (n + 1) + x n ^ 2 =
      x 1 ^ 2 - τ * x 0 * x 1 + x 0 ^ 2 := by
    intro n
    induction n with
    | zero => simp
    | succ n ih =>
      have h2 : x (n + 1 + 1) = τ * x (n + 1) - x n := hrec n
      rw [h2]
      linear_combination ih
  have hδ : 0 < 1 - τ ^ 2 / 4 := by
    obtain ⟨h1, h2⟩ := abs_lt.1 htr
    nlinarith
  refine ⟨(x 1 ^ 2 - τ * x 0 * x 1 + x 0 ^ 2) / (1 - τ ^ 2 / 4) + 1, fun n => ?_⟩
  have hb : x n ^ 2 ≤ (x 1 ^ 2 - τ * x 0 * x 1 + x 0 ^ 2) / (1 - τ ^ 2 / 4) := by
    rw [le_div_iff₀ hδ]
    nlinarith [hE n, sq_nonneg (x (n + 1) - τ / 2 * x n)]
  rw [← hx]
  nlinarith [sq_abs (x n), sq_nonneg (|x n| - 1), sq_nonneg (x n)]

/-- A real 2×2 step with determinant one and trace below -2 has a real eigenvector with
eigenvalue below -1. -/
theorem exists_growing_mode (M : Matrix (Fin 2) (Fin 2) ℝ) (hdet : M.det = 1)
    (htr : M.trace < -2) : ∃ μ < (-1 : ℝ), ∃ v : Fin 2 → ℝ, v ≠ 0 ∧ M *ᵥ v = μ • v := by
  have hs : Real.sqrt (M.trace ^ 2 - 4) ^ 2 = M.trace ^ 2 - 4 :=
    Real.sq_sqrt (by nlinarith)
  have hs0 := Real.sqrt_nonneg (M.trace ^ 2 - 4)
  obtain ⟨μ, hμ⟩ : ∃ μ, μ = (M.trace - Real.sqrt (M.trace ^ 2 - 4)) / 2 := ⟨_, rfl⟩
  have hroot : μ ^ 2 - M.trace * μ + 1 = 0 := by
    rw [hμ]
    linear_combination hs / 4
  have hchar : (M - μ • (1 : Matrix (Fin 2) (Fin 2) ℝ)).det = 0 := by
    rw [Matrix.det_fin_two] at hdet ⊢
    rw [Matrix.trace_fin_two] at hroot
    simp only [Matrix.sub_apply, Matrix.smul_apply, smul_eq_mul, Matrix.one_fin_two,
      Matrix.of_apply, Matrix.cons_val_zero, Matrix.cons_val_one, Matrix.cons_val']
    simp
    linear_combination hroot + hdet
  obtain ⟨v, hv, h0⟩ := Matrix.exists_mulVec_eq_zero_iff.2 hchar
  rw [Matrix.sub_mulVec, Matrix.smul_mulVec, Matrix.one_mulVec, sub_eq_zero] at h0
  exact ⟨μ, by linarith, v, hv, h0⟩

/-- For every `W, h > 0` some internal frequency with `0 < w h < π` gives the kicked exact
step a trace below -2. -/
theorem exactStep_resonance (W h : ℝ) (hW : 0 < W) (hh : 0 < h) :
    ∃ w, 0 < w ∧ w * h < Real.pi ∧ (exactStep w W h).trace < -2 := by
  have hc : 0 < (W * h) ^ 2 := by positivity
  -- choose the angle a small distance d below π
  obtain ⟨d, hd0, hd1, hd2⟩ : ∃ d : ℝ, 0 < d ∧ d ≤ 1 ∧ d ≤ (W * h) ^ 2 / 8 :=
    ⟨min 1 ((W * h) ^ 2 / 8), lt_min one_pos (by positivity), min_le_left _ _,
      min_le_right _ _⟩
  have hp3 := Real.pi_gt_three
  have hp4 := Real.pi_le_four
  have hw : 0 < (Real.pi - d) / h := div_pos (by linarith) hh
  have e : (Real.pi - d) / h * h = Real.pi - d := div_mul_cancel₀ _ hh.ne'
  have hlt : (Real.pi - d) / h * h < Real.pi := by rw [e]; linarith
  refine ⟨(Real.pi - d) / h, hw, hlt, ?_⟩
  rw [exactStep_resonance_iff _ W h hw hh hlt, e,
    show (Real.pi - d) / 2 = Real.pi / 2 - d / 2 by ring,
    Real.cos_pi_div_two_sub, Real.sin_pi_div_two_sub]
  have h1 : Real.sin (d / 2) ≤ d / 2 := Real.sin_le (by linarith)
  have h2 : 7 / 8 ≤ Real.cos (d / 2) := by
    have := Real.one_sub_sq_div_two_le_cos (x := d / 2)
    nlinarith
  have h3 : 2 * (Real.pi - d) * Real.sin (d / 2) ≤ 2 * (Real.pi - d) * (d / 2) :=
    mul_le_mul_of_nonneg_left h1 (by linarith)
  have h4 : (W * h) ^ 2 * (7 / 8) ≤ (W * h) ^ 2 * Real.cos (d / 2) :=
    mul_le_mul_of_nonneg_left h2 hc.le
  nlinarith

/-- If `W, h > 0` and `W h < 2`, the kicked Cayley step has determinant one, trace strictly between
-2 and 2 and bounded powers for every `w`, while for some `w` with `0 < w h < π` the kicked exact
step has trace below -2 and a real eigenvector with eigenvalue below -1. -/
theorem cayley_stable_exact_resonant (W h : ℝ) (hW : 0 < W) (hh : 0 < h) (hWh : W * h < 2) :
    (∀ w, (cayleyStep w W h).det = 1 ∧ |(cayleyStep w W h).trace| < 2 ∧
      ∀ i j, ∃ C, ∀ n : ℕ, |(cayleyStep w W h ^ n) i j| ≤ C) ∧
    ∃ w, 0 < w ∧ w * h < Real.pi ∧ (exactStep w W h).trace < -2 ∧
      ∃ μ < (-1 : ℝ), ∃ v : Fin 2 → ℝ, v ≠ 0 ∧ exactStep w W h *ᵥ v = μ • v := by
  constructor
  · intro w
    obtain ⟨h1, h2⟩ := cayleyStep_stable_iff w W h hW hh
    exact ⟨h1, h2.2 hWh, powers_bounded _ h1 (h2.2 hWh)⟩
  · obtain ⟨w, hw, hlt, htr⟩ := exactStep_resonance W h hW hh
    have hdet : (exactStep w W h).det = 1 := by
      unfold exactStep
      rw [exp_generator w h hw.ne', (kicked_trace_det _ _ w W h).2, div_pow,
        div_mul_cancel₀ _ (pow_ne_zero 2 hw.ne')]
      exact Real.cos_sq_add_sin_sq _
    exact ⟨w, hw, hlt, htr, exists_growing_mode _ hdet htr⟩

end

end KickedRingPolymerMode
```

```lean
#print axioms KickedRingPolymerMode.cayley_stable_exact_resonant
```

```
'KickedRingPolymerMode.cayley_stable_exact_resonant' depends on axioms: [propext, Classical.choice, Quot.sound]
```

## How the lemmas follow the calculation

`generator_sq` is \(A^2=-w^2I\), and `kicked_trace_det` is the general trace and determinant formula, obtained by writing out the product matrix.

`cayley_eq` proves the two products above as `h1` and `h2`, and gets the inverse from `Matrix.inv_eq_right_inv`. `cayleyStep_stable_iff` then puts the trace over the positive common denominator and clears it; `nlinarith` settles the remaining polynomial inequalities. It is an equivalence, so \(Wh=2\) is the sharp threshold for the strict trace condition.

In `exp_generator`, `hR` is the equation \(R'=AR\), `hf` is the vanishing derivative, and `hc` evaluates the resulting constant. Multiplying by \(e^{hA}\), whose product with \(e^{-hA}\) is the identity by `he`, gives \(e^{hA}=R(h)\).

`exactStep_resonance_iff` contains the half-angle factorisation as `key` and reads off the sign. `exactStep_resonance` makes the choice \(\theta=\pi-d\), with `h1` and `h2` bounding \(\sin(d/2)\) and \(\cos(d/2)\).

`powers_bounded` has Cayley–Hamilton as `hCH`, the recurrence as `hrec` and the conserved form as `hE`, which is proved by induction. Completing the square gives `hb`. `exists_growing_mode` defines \(\mu\) by the quadratic formula, shows that \(\det(M-\mu I)=0\), and takes a nonzero kernel vector from `Matrix.exists_mulVec_eq_zero_iff`. The final theorem applies these two lemmas to the Cayley and exact steps respectively.
